# The number of harmonic vibrational states up to an energy E ≥ 0 above the ground state lies between the classical counts at E and at E plus one quantum per oscillator

To get the numerator of an RRKM rate constant, I count the vibrational states of the transition state up to the energy available above its zero-point level. With many modes I would like to replace the direct count by the classical formula $E^s/(s!\prod_i w_i)$, where $s$ is the number of harmonic oscillators and $w_i$ are their quanta. I believe that this formula never overcounts, and that it never undercounts once $E$ is raised by $\sum_i w_i$, twice the zero-point energy. Is there a rigorous proof of both bounds, checked by machine?

## Taking quanta out of the first oscillator

Yes, for independent harmonic oscillators with positive quanta. Let $N(E)$ be the number of tuples of occupation numbers $n_i\in\{0,1,2,\dots\}$ with $\sum_i n_iw_i\le E$. For $E\ge 0$ the claim is

$$\frac{E^s}{s!\prod_i w_i}\;\le\; N(E)\;\le\;\frac{\left(E+\sum_i w_i\right)^s}{s!\prod_i w_i}.$$

The proof is by induction on the number of oscillators. With none, there is one state and both bounds equal 1.

Now take $s+1$ oscillators with quanta $w_0,\dots,w_s$, and assume the claim for the last $s$ of them. Let $M(E)$ be the count for those $s$, and set $D=s!\prod_{i=1}^s w_i$ and $W=\sum_{i=1}^s w_i$. In any state, oscillator 0 is either unexcited or has a quantum that can be removed, so

$$N(E)=M(E)+N(E-w_0).$$

The other ingredient is a pair of inequalities for $u,v\ge0$:

$$u^{s+1}+(s+1)v\,u^s\le(u+v)^{s+1}\le u^{s+1}+(s+1)v\,(u+v)^s.$$

Both are equalities at $s=0$. To go from $s=k$ to $s=k+1$, multiply the left inequality by $u+v$, which gives
$$(u+v)^{k+2}\ge u^{k+2}+(k+2)v\,u^{k+1}+(k+1)v^2u^k,$$
and drop the last term. Multiply the right one by $u$ and add $v(u+v)^{k+1}$ to both sides. Since $u(u+v)^k=(u+v)^{k+1}-v(u+v)^k$, this gives
$$(u+v)^{k+2}\le u^{k+2}+(k+2)v(u+v)^{k+1}-(k+1)v^2(u+v)^k,$$
and the negative term can be dropped.

**Lower bound.** The common denominator is $(s+1)!\prod_{i=0}^s w_i=(s+1)w_0D$, so we need $x^{s+1}\le(s+1)w_0D\,N(x)$ for $x\ge0$.

- If $x<w_0$, then $N(x)=M(x)$. The assumption $x^s\le D\,M(x)$ gives $(s+1)w_0D\,N(x)\ge(s+1)w_0x^s\ge x^{s+1}$.
- If $x\ge w_0$, suppose the bound is known at $x-w_0$. With $u=x-w_0$ and $v=w_0$,
$$x^{s+1}\le(x-w_0)^{s+1}+(s+1)w_0x^s\le(s+1)w_0D\,[N(x-w_0)+M(x)].$$

The bracket is $N(x)$. Finitely many steps of size $w_0$ reach any energy.

**Upper bound.** We need $(s+1)w_0D\,N(x)\le(x+w_0+W)^{s+1}$, and it helps to prove this for all $x\ge-w_0$. For $-w_0\le x<0$ there are no states and the right side is nonnegative. For $x\ge0$, the bound at $x-w_0$ and the assumption $D\,M(x)\le(x+W)^s$ give
$$(s+1)w_0D\,N(x)\le(x+W)^{s+1}+(s+1)w_0(x+W)^s\le(x+W+w_0)^{s+1}.$$

**High energy.** For $E>0$, dividing by the classical count yields
$$1\le\frac{N(E)}{E^s/(s!\prod_i w_i)}\le\left(1+\frac{\sum_i w_i}{E}\right)^s,$$
so the ratio tends to 1. For a large molecule the two bounds can still be far apart at moderate energies: at $E=\sum_i w_i$ they differ by a factor $2^s$.

**A case of equality.** One oscillator with quantum $a$ has $m+1$ states up to $E=ma$, which is exactly $(ma+a)/a$. No smaller shift therefore works at all energies for a single oscillator.

Here is the complete Lean file.

```lean
import Mathlib

open Filter Topology

namespace VibrationalStateCount

/-- The occupation numbers of `s` oscillators with quanta `w i` whose total vibrational energy,
measured from the ground state, is at most `E`. -/
def states {s : ℕ} (w : Fin s → ℝ) (E : ℝ) : Set (Fin s → ℕ) :=
  {n | ∑ i, (n i : ℝ) * w i ≤ E}

/-- The direct count of vibrational states with energy at most `E`, for positive quanta `w i`. -/
noncomputable def stateCount {s : ℕ} (w : Fin s → ℝ) (E : ℝ) : ℕ :=
  (states w E).ncard

/-- The classical count `E ^ s / (s! ∏ w i)` of `s` oscillators, for nonzero quanta `w i`. -/
noncomputable def classicalCount {s : ℕ} (w : Fin s → ℝ) (E : ℝ) : ℝ :=
  E ^ s / ((s.factorial : ℝ) * ∏ i, w i)

/-- Adjoin an unexcited first oscillator to a state. -/
def addGroundMode {s : ℕ} (m : Fin s → ℕ) : Fin (s + 1) → ℕ :=
  Fin.cons 0 m

/-- Put one more quantum into the first oscillator. -/
def addQuantum {s : ℕ} (n : Fin (s + 1) → ℕ) : Fin (s + 1) → ℕ :=
  Fin.cons (n 0 + 1) (fun i => n i.succ)

/-- Oscillators with positive quanta have only finitely many states up to a given energy. -/
theorem states_finite {s : ℕ} (w : Fin s → ℝ) (hw : ∀ i, 0 < w i) (E : ℝ) :
    (states w E).Finite := by
  refine (Set.finite_Icc (0 : Fin s → ℕ) (fun i => ⌊E / w i⌋₊)).subset ?_
  intro n hn
  have hn' : ∑ i, (n i : ℝ) * w i ≤ E := hn
  refine ⟨fun i => Nat.zero_le _, fun i => Nat.le_floor ?_⟩
  rw [le_div_iff₀ (hw i)]
  -- a single oscillator holds at most the total energy
  exact le_trans (Finset.single_le_sum (f := fun i => (n i : ℝ) * w i)
    (fun j _ => mul_nonneg (Nat.cast_nonneg _) (hw j).le) (Finset.mem_univ i)) hn'

/-- With nonnegative quanta there are no states of negative energy. -/
theorem stateCount_neg {s : ℕ} (w : Fin s → ℝ) (hw : ∀ i, 0 ≤ w i) {E : ℝ} (hE : E < 0) :
    stateCount w E = 0 := by
  have h : states w E = ∅ := by
    ext n
    refine ⟨fun hn => ?_, fun h => False.elim h⟩
    have hn' : ∑ i, (n i : ℝ) * w i ≤ E := hn
    have h0 : 0 ≤ ∑ i, (n i : ℝ) * w i :=
      Finset.sum_nonneg fun i _ => mul_nonneg (Nat.cast_nonneg _) (hw i)
    exact absurd hE (not_lt.2 (h0.trans hn'))
  rw [stateCount, h, Set.ncard_empty]

/-- A system without oscillators has exactly one state with energy at most `E`, for any `E ≥ 0`. -/
theorem stateCount_no_modes (w : Fin 0 → ℝ) {E : ℝ} (hE : 0 ≤ E) : stateCount w E = 1 := by
  have h : states w E = Set.univ := by
    ext n
    simp [states, hE]
  rw [stateCount, h, Set.ncard_univ]
  simp

/-- Recursion of the direct count for positive quanta: the first oscillator is either unexcited,
or one quantum can be taken out of it. -/
theorem stateCount_add_mode {s : ℕ} (w : Fin (s + 1) → ℝ) (hw : ∀ i, 0 < w i) (E : ℝ) :
    stateCount w E = stateCount (fun i : Fin s => w i.succ) E + stateCount w (E - w 0) := by
  have hf : Function.Injective (addGroundMode (s := s)) := by
    intro a b h
    funext i
    simpa [addGroundMode] using congrFun h i.succ
  have hg : Function.Injective (addQuantum (s := s)) := by
    intro a b h
    funext i
    refine Fin.cases ?_ (fun j => ?_) i
    · simpa [addQuantum] using congrFun h 0
    · simpa [addQuantum] using congrFun h j.succ
  have hset : states w E = addGroundMode '' states (fun i : Fin s => w i.succ) E ∪
      addQuantum '' states w (E - w 0) := by
    ext n
    constructor
    · intro hn
      have hn' : ∑ i, (n i : ℝ) * w i ≤ E := hn
      rw [Fin.sum_univ_succ] at hn'
      cases h0 : n 0 with
      | zero =>
        left
        refine ⟨fun i => n i.succ, ?_, ?_⟩
        · change ∑ i : Fin s, (n i.succ : ℝ) * w i.succ ≤ E
          rw [h0, Nat.cast_zero, zero_mul, zero_add] at hn'
          exact hn'
        · funext i
          refine Fin.cases ?_ (fun j => ?_) i <;> simp [addGroundMode, h0]
      | succ k =>
        right
        refine ⟨Fin.cons k (fun i => n i.succ), ?_, ?_⟩
        · change ∑ i, ((Fin.cons k (fun i => n i.succ) : Fin (s + 1) → ℕ) i : ℝ) * w i ≤ E - w 0
          rw [Fin.sum_univ_succ]
          simp only [Fin.cons_zero, Fin.cons_succ]
          rw [h0] at hn'
          push_cast at hn'
          linarith
        · funext i
          refine Fin.cases ?_ (fun j => ?_) i <;> simp [addQuantum, h0]
    · rintro (⟨m, hm, rfl⟩ | ⟨m, hm, rfl⟩)
      · have hm' : ∑ i : Fin s, (m i : ℝ) * w i.succ ≤ E := hm
        change ∑ i, (addGroundMode m i : ℝ) * w i ≤ E
        rw [Fin.sum_univ_succ]
        simpa [addGroundMode] using hm'
      · have hm' : ∑ i, (m i : ℝ) * w i ≤ E - w 0 := hm
        change ∑ i, (addQuantum m i : ℝ) * w i ≤ E
        rw [Fin.sum_univ_succ] at hm' ⊢
        simp only [addQuantum, Fin.cons_zero, Fin.cons_succ]
        push_cast
        linarith
  have hdis : Disjoint (addGroundMode '' states (fun i : Fin s => w i.succ) E)
      (addQuantum '' states w (E - w 0)) := by
    refine Set.disjoint_left.2 ?_
    rintro _ ⟨m, _, rfl⟩ ⟨n, _, h⟩
    have h0 := congrFun h 0
    simp [addGroundMode, addQuantum] at h0
  rw [stateCount, hset, Set.ncard_union_eq hdis
    ((states_finite _ (fun i => hw i.succ) E).image _) ((states_finite w hw _).image _),
    Set.ncard_image_of_injective _ hf, Set.ncard_image_of_injective _ hg]
  rfl

/-- For `u, w ≥ 0` the growth of the power `s + 1` from `u` to `u + w` lies between `w` times
its slope at `u` and `w` times its slope at `u + w`. -/
theorem pow_growth (s : ℕ) {u w : ℝ} (hu : 0 ≤ u) (hw : 0 ≤ w) :
    u ^ (s + 1) + (s + 1) * w * u ^ s ≤ (u + w) ^ (s + 1) ∧
      (u + w) ^ (s + 1) ≤ u ^ (s + 1) + (s + 1) * w * (u + w) ^ s := by
  induction s with
  | zero => constructor <;> simp
  | succ k ih =>
    obtain ⟨h1, h2⟩ := ih
    have a1 := mul_le_mul_of_nonneg_left h1 (add_nonneg hu hw)
    have a2 := mul_le_mul_of_nonneg_left h2 hu
    have b1 : 0 ≤ ((k : ℝ) + 1) * w * w * u ^ k := by positivity
    have b2 : 0 ≤ ((k : ℝ) + 1) * w * w * (u + w) ^ k := by positivity
    push_cast
    simp only [pow_succ] at a1 a2 ⊢
    constructor <;> linarith

/-- For positive quanta and `E ≥ 0`, the direct state count lies between the classical count at
`E` and the classical count at the energy raised by one quantum of every oscillator. -/
theorem stateCount_bounds {s : ℕ} (w : Fin s → ℝ) (hw : ∀ i, 0 < w i) {E : ℝ} (hE : 0 ≤ E) :
    classicalCount w E ≤ stateCount w E ∧
      (stateCount w E : ℝ) ≤ classicalCount w (E + ∑ i, w i) := by
  have main : ∀ (s : ℕ) (w : Fin s → ℝ), (∀ i, 0 < w i) → ∀ E : ℝ, 0 ≤ E →
      E ^ s ≤ (s.factorial : ℝ) * (∏ i, w i) * stateCount w E ∧
      (s.factorial : ℝ) * (∏ i, w i) * stateCount w E ≤ (E + ∑ i, w i) ^ s := by
    intro s
    induction s with
    | zero =>
      intro w _ E hE
      rw [stateCount_no_modes w hE]
      simp
    | succ s ih =>
      intro w hw E hE
      have h0 := hw 0
      obtain ⟨D, hD⟩ : ∃ D : ℝ, D = (s.factorial : ℝ) * ∏ i : Fin s, w i.succ := ⟨_, rfl⟩
      obtain ⟨W, hW⟩ : ∃ W : ℝ, W = ∑ i : Fin s, w i.succ := ⟨_, rfl⟩
      have hD0 : 0 < D := by
        rw [hD]
        exact mul_pos (Nat.cast_pos.2 s.factorial_pos) (Finset.prod_pos fun i _ => hw _)
      have hW0 : 0 ≤ W := by
        rw [hW]
        exact Finset.sum_nonneg fun i _ => (hw _).le
      have hfac : ((s + 1).factorial : ℝ) * ∏ i, w i = (s + 1) * w 0 * D := by
        rw [hD, Fin.prod_univ_succ, Nat.factorial_succ]
        push_cast
        ring
      have hc : 0 ≤ ((s : ℝ) + 1) * w 0 := by positivity
      have hi : ∀ x : ℝ, 0 ≤ x → x ^ s ≤ D * stateCount (fun i : Fin s => w i.succ) x ∧
          D * stateCount (fun i : Fin s => w i.succ) x ≤ (x + W) ^ s := by
        intro x hx
        rw [hD, hW]
        exact ih (fun i => w i.succ) (fun i => hw _) x hx
      -- lower bound: remove quanta of the first oscillator one at a time
      have low : ∀ (k : ℕ) (x : ℝ), 0 ≤ x → x < k * w 0 →
          x ^ (s + 1) ≤ (s + 1) * w 0 * D * stateCount w x := by
        intro k
        induction k with
        | zero =>
          intro x hx hlt
          rw [Nat.cast_zero, zero_mul] at hlt
          linarith
        | succ k ihk =>
          intro x hx hlt
          push_cast at hlt
          have h1 := mul_le_mul_of_nonneg_left (hi x hx).1 hc
          rw [stateCount_add_mode w hw x]
          push_cast
          rcases lt_or_ge x (w 0) with h | h
          · have h2 : 0 ≤ ((s : ℝ) + 1) * w 0 * D * stateCount w (x - w 0) := by positivity
            have h3 : 0 ≤ (s : ℝ) * w 0 := by positivity
            have h4 : x ^ s * x ≤ x ^ s * ((s + 1) * w 0) :=
              mul_le_mul_of_nonneg_left (by linarith) (pow_nonneg hx s)
            rw [pow_succ]
            linarith
          · have h2 := ihk (x - w 0) (by linarith) (by linarith)
            have h3 := (pow_growth s (sub_nonneg.2 h) h0.le).2
            rw [sub_add_cancel] at h3
            linarith
      -- upper bound: the same recursion, started just below zero energy
      have up : ∀ (k : ℕ) (x : ℝ), -w 0 ≤ x → x < k * w 0 →
          (s + 1) * w 0 * D * stateCount w x ≤ (x + w 0 + W) ^ (s + 1) := by
        have neg : ∀ x : ℝ, -w 0 ≤ x → x < 0 →
            (s + 1) * w 0 * D * stateCount w x ≤ (x + w 0 + W) ^ (s + 1) := by
          intro x hx hlt
          rw [stateCount_neg w (fun i => (hw i).le) hlt, Nat.cast_zero, mul_zero]
          exact pow_nonneg (by linarith) _
        intro k
        induction k with
        | zero =>
          intro x hx hlt
          rw [Nat.cast_zero, zero_mul] at hlt
          exact neg x hx hlt
        | succ k ihk =>
          intro x hx hlt
          push_cast at hlt
          rcases lt_or_ge x 0 with h | h
          · exact neg x hx h
          · have h1 := mul_le_mul_of_nonneg_left (hi x h).2 hc
            have h2 := ihk (x - w 0) (by linarith) (by linarith)
            rw [sub_add_cancel] at h2
            have h3 := (pow_growth s (add_nonneg h hW0) h0.le).1
            rw [stateCount_add_mode w hw x, add_right_comm x (w 0) W]
            push_cast
            linarith
      obtain ⟨k, hk⟩ := exists_nat_gt (E / w 0)
      have hk' := (div_lt_iff₀ h0).1 hk
      rw [hfac, Fin.sum_univ_succ, ← hW, ← add_assoc]
      exact ⟨low k E hE hk', up k E (by linarith) hk'⟩
  have hpos : 0 < (s.factorial : ℝ) * ∏ i, w i :=
    mul_pos (Nat.cast_pos.2 s.factorial_pos) (Finset.prod_pos fun i _ => hw i)
  obtain ⟨h1, h2⟩ := main s w hw E hE
  unfold classicalCount
  rw [div_le_iff₀ hpos, le_div_iff₀ hpos]
  constructor <;> linarith

/-- For positive quanta, the ratio of the direct count to the classical count tends to one as
the energy grows. -/
theorem stateCount_classical_limit {s : ℕ} (w : Fin s → ℝ) (hw : ∀ i, 0 < w i) :
    Tendsto (fun E => (stateCount w E : ℝ) / classicalCount w E) atTop (𝓝 1) := by
  have hpos : 0 < (s.factorial : ℝ) * ∏ i, w i :=
    mul_pos (Nat.cast_pos.2 s.factorial_pos) (Finset.prod_pos fun i _ => hw i)
  have hup : Tendsto (fun E : ℝ => (1 + (∑ i, w i) / E) ^ s) atTop (𝓝 1) := by
    have h : Tendsto (fun E : ℝ => (∑ i, w i) / E) atTop (𝓝 0) :=
      tendsto_const_nhds.div_atTop tendsto_id
    simpa using (h.const_add 1).pow s
  refine tendsto_of_tendsto_of_tendsto_of_le_of_le' tendsto_const_nhds hup ?_ ?_
  · filter_upwards [eventually_gt_atTop (0 : ℝ)] with E hE
    have hc : 0 < classicalCount w E := div_pos (pow_pos hE s) hpos
    rw [le_div_iff₀ hc, one_mul]
    exact (stateCount_bounds w hw hE.le).1
  · filter_upwards [eventually_gt_atTop (0 : ℝ)] with E hE
    have hc : 0 < classicalCount w E := div_pos (pow_pos hE s) hpos
    have he : (1 + (∑ i, w i) / E) * E = E + ∑ i, w i := by
      rw [add_mul, one_mul, div_mul_cancel₀ _ hE.ne']
    rw [div_le_iff₀ hc]
    refine (stateCount_bounds w hw hE.le).2.trans (le_of_eq ?_)
    rw [classicalCount, classicalCount, ← mul_div_assoc, ← mul_pow, he]

/-- A single oscillator with quantum `a > 0` attains the upper bound at each of its levels
`m * a`. -/
theorem upper_bound_attained {a : ℝ} (ha : 0 < a) (m : ℕ) :
    (stateCount (fun _ : Fin 1 => a) (m * a) : ℝ) =
      classicalCount (fun _ : Fin 1 => a) (m * a + a) := by
  have r : ∀ E : ℝ, 0 ≤ E → stateCount (fun _ : Fin 1 => a) E =
      1 + stateCount (fun _ : Fin 1 => a) (E - a) := by
    intro E hE
    have h := stateCount_add_mode (s := 0) (fun _ => a) (fun _ => ha) E
    rw [stateCount_no_modes _ hE] at h
    exact h
  -- each further level adds one state
  have h : ∀ m : ℕ, stateCount (fun _ : Fin 1 => a) (m * a) = m + 1 := by
    intro m
    induction m with
    | zero =>
      have h1 := r (((0 : ℕ) : ℝ) * a) (by simp)
      have h2 := stateCount_neg (fun _ : Fin 1 => a) (fun _ => ha.le)
        (E := ((0 : ℕ) : ℝ) * a - a) (by simpa using ha)
      omega
    | succ m ih =>
      have h1 := r (((m + 1 : ℕ) : ℝ) * a) (by positivity)
      have e : ((m + 1 : ℕ) : ℝ) * a - a = m * a := by
        push_cast
        ring
      rw [e, ih] at h1
      omega
  rw [h, classicalCount]
  simp only [Finset.prod_const, Finset.card_univ, Fintype.card_fin, pow_one,
    Nat.factorial_one, Nat.cast_one, one_mul]
  rw [eq_div_iff ha.ne']
  push_cast
  ring

end VibrationalStateCount
```

```lean
#print axioms VibrationalStateCount.stateCount_bounds
#print axioms VibrationalStateCount.stateCount_classical_limit
#print axioms VibrationalStateCount.upper_bound_attained
```

```
'VibrationalStateCount.stateCount_bounds' depends on axioms: [propext, Classical.choice, Quot.sound]
'VibrationalStateCount.stateCount_classical_limit' depends on axioms: [propext, Classical.choice, Quot.sound]
'VibrationalStateCount.upper_bound_attained' depends on axioms: [propext, Classical.choice, Quot.sound]
```

## What `stateCount_bounds` says about the molecule

The quanta are a function `w : Fin s → ℝ`, numbered from 0, in the same energy unit as `E`. A state is a function `Fin s → ℕ`, so modes with equal quanta remain distinct and degenerate states are counted separately. `states w E` collects the states with energy at most `E`, measured from the ground state, and `stateCount w E` is the size of that set. Since `ncard` returns 0 for an infinite set, `states_finite` is needed to make this a true count. `classicalCount w E` is the classical formula.

The theorem assumes `∀ i, 0 < w i` and `0 ≤ E`, and states the two inequalities together. It also holds for `s = 0`. `stateCount_classical_limit` is the high-energy limit at fixed `w`, and `upper_bound_attained` is the single-oscillator equality.

The model has no anharmonicity, mode coupling or rotation. The bounds concern the cumulative count, which is the numerator of the RRKM rate constant; they do not bound the density of states in its denominator.

## The same induction in Lean

`stateCount_add_mode` is the recursion. It writes the set of states as the union of two images, under `addGroundMode` and `addQuantum`. Both maps are injective, and the images are disjoint because oscillator 0 is empty in one and excited in the other, so the cardinalities add. `stateCount_neg` and `stateCount_no_modes` supply the starting values, and `pow_growth` is the pair of power inequalities.

Inside `stateCount_bounds`, the statement `main` is the claim with the denominators multiplied out, proved by induction on `s`. Its parts `low` and `up` are the lower and upper bounds above. Each runs a second induction on a natural number `k` with `x < k * w 0`, which makes "finitely many steps" precise, and `exists_nat_gt` provides such a `k` for the given energy. The case splits at `w 0` and at 0 are those of the derivation, and `linarith` combines the inequalities.

The limit theorem squeezes the ratio between 1 and $(1+\sum_i w_i/E)^s$. The equality theorem applies the recursion to one oscillator, where each further level adds one state.
